# Energy conservation for orthonormal Car–Parrinello orbitals with a fixed Hermitian Hamiltonian and Hermitian multipliers

If the forces that keep Car–Parrinello orbitals orthonormal could do net work on the orbitals as a whole, a drift in the total energy, with the fictitious kinetic energy of the orbitals included, would be ambiguous: it might come from the time step, or from the equations of motion themselves. For non-interacting orbitals in a finite basis with a fixed Hamiltonian, the result below removes the second possibility, so a drift in a simulation of this model points to the numerics.

Let $C(t)$ be a complex matrix whose columns are the orbitals, with velocity $V=\dot C$ and acceleration $A=\ddot C$. Let $H$ be the Hamiltonian matrix, $L(t)$ the matrix of Lagrange multipliers and $\mu$ the fictitious mass, an inertia assigned to the orbital coefficients that sets how quickly they respond to forces. The conserved quantity is

$$E=\mu\,\mathrm{tr}(V^\dagger V)+\mathrm{tr}(C^\dagger H C).$$

Each hypothesis is paired with an example of what happens when it fails. These examples are computed by hand and do not appear in the Lean code; they use one orbital in a one-dimensional space, with $\mu=1$ unless stated otherwise.

## Orbitals that move without kicks

Physically, the orbitals have a velocity and an acceleration at every time, so no impulse acts on them. The derivation uses this whenever it differentiates a product:

$$\frac{d}{dt}(FG)=\dot F G+F\dot G,\qquad \frac{d}{dt}F^\dagger=\dot F^\dagger .$$

The order of the factors matters, because matrices need not commute.

```lean
import Mathlib

open Matrix
open Complex (I)

namespace CarParrinello

noncomputable section
```

In Lean, `HasMatDeriv F F' t` says that every entry of the curve `F` has the corresponding entry of `F'` as its derivative at `t`.

```lean
/-- The matrix curve `F` has time derivative `F'` at time `t`, entry by entry. -/
def HasMatDeriv {m p : Type*} (F : ℝ → Matrix m p ℂ) (F' : Matrix m p ℂ) (t : ℝ) : Prop :=
  ∀ i j, HasDerivAt (fun s => F s i j) (F' i j) t
```

The product rule follows by differentiating the finite sum $\sum_k F_{ik}G_{kj}$ term by term.

```lean
/-- Product rule for matrix curves, with the order of the factors kept. -/
theorem HasMatDeriv.mul {m p q : Type*} [Fintype p] {F : ℝ → Matrix m p ℂ}
    {G : ℝ → Matrix p q ℂ} {F' : Matrix m p ℂ} {G' : Matrix p q ℂ} {t : ℝ}
    (hF : HasMatDeriv F F' t) (hG : HasMatDeriv G G' t) :
    HasMatDeriv (fun s => F s * G s) (F' * G t + F t * G') t := by
  intro i j
  have h := HasDerivAt.fun_sum (u := Finset.univ)
    (fun k _ => (hF i k).fun_mul (hG k j))
  simpa only [Matrix.mul_apply, Matrix.add_apply, Finset.sum_add_distrib] using h
```

The adjoint rule swaps the indices and conjugates the derivative of each entry.

```lean
/-- The derivative of the adjoint curve is the adjoint of the derivative. -/
theorem HasMatDeriv.adjoint {m p : Type*} {F : ℝ → Matrix m p ℂ} {F' : Matrix m p ℂ} {t : ℝ}
    (hF : HasMatDeriv F F' t) : HasMatDeriv (fun s => (F s)ᴴ) F'ᴴ t :=
  fun i j => (hF j i).star
```

Without this hypothesis the energy can jump. Take $H=0$, with $C=e^{it}$ before $t=0$ and $C=e^{2it}$ after it. The orbital is continuous and normalised, and it obeys the equation of motion on either side with $L=-1$ and then $L=-4$, but $E$ goes from $1$ to $4$.

The structure `IsConstrainedMotion` collects this smoothness, orthonormality and the equation of motion, all required at every real time. The index type `n` labels basis functions and `k` labels orbitals; both are finite. The basis is itself orthonormal, since no overlap matrix appears in the constraint.

```lean
variable {n k : Type*} [Fintype n] [Fintype k] [DecidableEq k]

/-- Constrained motion of the orbitals `C` with velocity `V`, acceleration `A`, fictitious
mass `μ`, Hamiltonian `H` and multipliers `L`: the columns of `C` stay orthonormal and
`μ A = -H C + C L`. -/
structure IsConstrainedMotion (μ : ℝ) (H : Matrix n n ℂ) (C V A : ℝ → Matrix n k ℂ)
    (L : ℝ → Matrix k k ℂ) : Prop where
  velocity : ∀ t, HasMatDeriv C (V t) t
  acceleration : ∀ t, HasMatDeriv V (A t) t
  orthonormal : ∀ t, (C t)ᴴ * C t = 1
  motion : ∀ t, (μ : ℂ) • A t = -(H * C t) + C t * L t
```

Hermiticity of `H` and `L` is left out of the structure and assumed in the theorems that need it. The energy has no factor $\tfrac12$ in the kinetic term, which matches the force $-HC$, and no occupation numbers. Its Lean type is complex, although its value is real when $H$ is Hermitian.

```lean
/-- The fictitious kinetic term plus the band energy, `μ tr(Vᴴ V) + tr(Cᴴ H C)`. -/
def energy {n k : Type*} [Fintype n] [Fintype k] (μ : ℝ) (H : Matrix n n ℂ)
    (C V : Matrix n k ℂ) : ℂ :=
  (μ : ℂ) * trace (Vᴴ * V) + trace (Cᴴ * H * C)
```

## Orthonormal orbitals

The constraint $C^\dagger C=I$ keeps the orbitals normalised and mutually orthogonal. Its right-hand side is constant, so differentiation gives

$$V^\dagger C+C^\dagger V=0.$$

The proof of `velocity_tangent` does the same for each entry. The product rule gives one derivative of $(C^\dagger C)_{ij}$, orthonormality turns that function into a constant with derivative zero, and a derivative is unique.

```lean
variable {μ : ℝ} {H : Matrix n n ℂ} {C V A : ℝ → Matrix n k ℂ} {L : ℝ → Matrix k k ℂ}

/-- In a constrained motion the velocity satisfies `Vᴴ C + Cᴴ V = 0`. -/
theorem velocity_tangent (h : IsConstrainedMotion μ H C V A L) (t : ℝ) :
    (V t)ᴴ * C t + (C t)ᴴ * V t = 0 := by
  ext i j
  have d := (h.velocity t).adjoint.mul (h.velocity t) i j
  simp only [h.orthonormal] at d
  exact d.unique (hasDerivAt_const t _)
```

Without the constraint, take $H=0$, $L=1$ and $C=e^{t}$. The equation of motion holds and $L$ is Hermitian, but the norm grows and $E=e^{2t}$.

## Hermitian multipliers

The constraints for the orbital pairs $(i,j)$ and $(j,i)$ are complex conjugates of each other. A real constraint term in the Lagrangian therefore calls for multipliers with $L^\dagger=L$. The force $CL$ then works at the rate

$$\mathrm{tr}(V^\dagger CL)+\mathrm{tr}\big((CL)^\dagger V\big)
=\mathrm{tr}(V^\dagger CL)+\mathrm{tr}(LC^\dagger V)
=\mathrm{tr}\big((V^\dagger C+C^\dagger V)L\big)=0.$$

The first equality uses $L^\dagger=L$, the second the cyclic property of the trace, and the last the differentiated constraint. The rewriting steps in `constraint_force_no_work` follow this order.

```lean
/-- In a constrained motion with Hermitian multipliers, the constraint force `C L` does no net work:
its rate of work, summed over all orbitals, is zero at every time. -/
theorem constraint_force_no_work (h : IsConstrainedMotion μ H C V A L)
    (hL : ∀ t, (L t).IsHermitian) (t : ℝ) :
    trace ((V t)ᴴ * (C t * L t)) + trace ((C t * L t)ᴴ * V t) = 0 := by
  rw [conjTranspose_mul, (hL t).eq, Matrix.mul_assoc (L t), Matrix.trace_mul_comm (L t),
    ← Matrix.mul_assoc, ← trace_add, ← Matrix.add_mul, velocity_tangent h t,
    Matrix.zero_mul, trace_zero]
```

Without Hermiticity, take $H=0$ and $C=e^{it^2/2}$. Then $V=itC$ and $A=(i-t^2)C$, so the equation of motion holds with $L=i-t^2$. The orbital stays normalised, yet $E=t^2$: the imaginary part of the multiplier drives the phase ever faster.

## The equation of motion and a fixed Hermitian Hamiltonian

The equation $\mu A=-HC+CL$ says that only the band-energy force and the constraint force act on the orbitals. A constant $H$ means clamped nuclei and no dependence on the orbitals, and $H^\dagger=H$ makes the band energy real. Since $H$ is constant,

$$\dot E=\mu\,\mathrm{tr}(A^\dagger V+V^\dagger A)+\mathrm{tr}(V^\dagger HC+C^\dagger HV).$$

Because $\mu$ is real and $H$ is Hermitian, $(\mu A+HC)^\dagger=\mu A^\dagger+C^\dagger H$. The terms therefore regroup, and the equation of motion replaces $\mu A+HC$ by $CL$:

$$\dot E=\mathrm{tr}\big(V^\dagger(\mu A+HC)\big)+\mathrm{tr}\big((\mu A+HC)^\dagger V\big)
=\mathrm{tr}(V^\dagger CL)+\mathrm{tr}\big((CL)^\dagger V\big)=0.$$

A function whose derivative vanishes at all times is constant. The theorem `energy_conserved` states this as equality of the energies at any two times `t₁` and `t₂`.

In its proof, `kin` and `pot` differentiate the two matrix products, and `tr` carries the derivatives through the trace. The equation of motion enters as `hCL`, the zero work rate as `w`. After expansion, `linear_combination w` identifies the energy derivative with that work rate.

```lean
/-- Conservation law of constrained Car-Parrinello dynamics: for a constant Hermitian `H` and
Hermitian multipliers, `μ tr(Vᴴ V) + tr(Cᴴ H C)` is the same at any two times. -/
theorem energy_conserved (h : IsConstrainedMotion μ H C V A L) (hH : H.IsHermitian)
    (hL : ∀ t, (L t).IsHermitian) (t₁ t₂ : ℝ) :
    energy μ H (C t₁) (V t₁) = energy μ H (C t₂) (V t₂) := by
  have hE : ∀ t, HasDerivAt (fun s => energy μ H (C s) (V s)) 0 t := by
    intro t
    have tr : ∀ (F : ℝ → Matrix k k ℂ) (F' : Matrix k k ℂ), HasMatDeriv F F' t →
        HasDerivAt (fun s => trace (F s)) (trace F') t :=
      fun F F' hF => HasDerivAt.fun_sum (fun i _ => hF i i)
    have hc : HasMatDeriv (fun _ => H) 0 t := fun i j => hasDerivAt_const t _
    have kin := (h.acceleration t).adjoint.mul (h.acceleration t)
    have pot := ((h.velocity t).adjoint.mul hc).mul (h.velocity t)
    have d := ((tr _ _ kin).const_mul (μ : ℂ)).fun_add (tr _ _ pot)
    refine d.congr_deriv ?_
    -- the energy changes at the rate at which the constraint force works
    have w := constraint_force_no_work h hL t
    have hCL : C t * L t = (μ : ℂ) • A t + H * C t := by rw [h.motion t]; abel
    rw [hCL] at w
    simp only [conjTranspose_add, conjTranspose_smul, conjTranspose_mul, hH.eq,
      Complex.star_def, Complex.conj_ofReal, Matrix.mul_add, Matrix.add_mul, Matrix.mul_smul,
      Matrix.smul_mul, trace_add, trace_smul, smul_eq_mul, Matrix.mul_zero,
      add_zero, Matrix.mul_assoc] at w ⊢
    linear_combination w
  exact is_const_of_deriv_eq_zero (fun s => (hE s).differentiableAt)
    (fun s => (hE s).deriv) t₁ t₂
```

Each part of the hypothesis matters:

- **An extra force.** Keep $H=0$ and $C=e^{it^2/2}$, but choose the real multiplier $L=-t^2$. The motion now needs an additional force $iC$, and again $E=t^2$.
- **A non-Hermitian Hamiltonian.** Take $H=i$, $C=e^{-it^2/2}$ and $L=-t^2$. The equation of motion holds, but $E=t^2+i$.
- **A time-dependent Hamiltonian.** Take $H(t)=t$, $C=1$ and $L=t$. The orbital is at rest, but $E=t$.

The theorem thus leaves out moving nuclei and self-consistent Hamiltonians. It concerns a given solution in continuous time, and says nothing about whether one exists for given initial data or how well a discrete integrator follows it.

## What the same hypotheses say about the multipliers

Multiplying the equation of motion on the left by $C^\dagger$ and using orthonormality gives

$$\mu C^\dagger A=-C^\dagger HC+L.$$

```lean
/-- The equation of motion projected on the orbitals: `μ Cᴴ A = -Cᴴ H C + L`. -/
theorem projected_motion (h : IsConstrainedMotion μ H C V A L) (t : ℝ) :
    (μ : ℂ) • ((C t)ᴴ * A t) = -((C t)ᴴ * H * C t) + L t := by
  rw [← Matrix.mul_smul, h.motion, Matrix.mul_add, Matrix.mul_neg, ← Matrix.mul_assoc,
    ← Matrix.mul_assoc, h.orthonormal, Matrix.one_mul]
```

With $H$ and $L$ Hermitian, the adjoint equation is $\mu A^\dagger C=-C^\dagger HC+L$. Differentiating the constraint a second time gives

$$A^\dagger C+2V^\dagger V+C^\dagger A=0.$$

Multiply this by $\mu$ and insert the two projected equations. The result is $2(-C^\dagger HC+L)+2\mu V^\dagger V=0$, or

$$L=C^\dagger HC-\mu V^\dagger V.$$

The three ingredients are `hCA`, `hAC` and `hsec` in the proof, and the last line combines them with weights $-\tfrac12$, $-\tfrac12$ and $\tfrac{\mu}{2}$.

```lean
/-- For Hermitian `H` and Hermitian multipliers, the multipliers are fixed by the orbitals and
their velocities: `L = Cᴴ H C - μ Vᴴ V`. -/
theorem multiplier_eq (h : IsConstrainedMotion μ H C V A L) (hH : H.IsHermitian)
    (hL : ∀ t, (L t).IsHermitian) (t : ℝ) :
    L t = (C t)ᴴ * H * C t - (μ : ℂ) • ((V t)ᴴ * V t) := by
  -- the projected equation of motion and its adjoint
  have hCA := projected_motion h t
  have hAC : (μ : ℂ) • ((A t)ᴴ * C t) = -((C t)ᴴ * H * C t) + L t := by
    have e := congrArg conjTranspose hCA
    simpa [conjTranspose_mul, hH.eq, (hL t).eq, Matrix.mul_assoc] using e
  -- the second derivative of the constraint
  have hsec : ((A t)ᴴ * C t + (V t)ᴴ * V t) + ((V t)ᴴ * V t + (C t)ᴴ * A t) = 0 := by
    ext i j
    have d := ((h.acceleration t).adjoint.mul (h.velocity t) i j).fun_add
      ((h.velocity t).adjoint.mul (h.acceleration t) i j)
    have hz : ∀ s, ((V s)ᴴ * C s) i j + ((C s)ᴴ * V s) i j = 0 :=
      fun s => congrFun (congrFun (velocity_tangent h s) i) j
    simp only [hz] at d
    exact d.unique (hasDerivAt_const t _)
  linear_combination (norm := module)
    ((μ : ℂ) / 2) • hsec - (1 / 2 : ℂ) • hCA - (1 / 2 : ℂ) • hAC
```

## A nonzero fictitious mass

Energy conservation and the multiplier formula hold for every real $\mu$, although the physical choice is positive. The condition $\mu\neq0$, which says that the orbitals have inertia, is needed for a second conservation law. By the two preceding results,

$$\mu\frac{d}{dt}(C^\dagger V)=\mu V^\dagger V+\mu C^\dagger A
=\mu V^\dagger V-C^\dagger HC+L=0.$$

Dividing by $\mu$ shows that the whole matrix $C^\dagger V$ is constant. In `overlap_conserved`, `hz` is the displayed identity, `hd` removes the factor $\mu$ entry by entry, and the zero-derivative argument finishes the proof.

```lean
/-- For nonzero mass, Hermitian `H` and Hermitian multipliers, every entry of the
orbital-velocity overlap matrix `Cᴴ V` is conserved. -/
theorem overlap_conserved (h : IsConstrainedMotion μ H C V A L) (hμ : μ ≠ 0)
    (hH : H.IsHermitian) (hL : ∀ t, (L t).IsHermitian) (t₁ t₂ : ℝ) :
    (C t₁)ᴴ * V t₁ = (C t₂)ᴴ * V t₂ := by
  have hd : ∀ t i j, ((V t)ᴴ * V t + (C t)ᴴ * A t) i j = 0 := by
    intro t i j
    have hz : (μ : ℂ) • ((V t)ᴴ * V t + (C t)ᴴ * A t) = 0 := by
      linear_combination (norm := module) projected_motion h t + multiplier_eq h hH hL t
    have e : (μ : ℂ) * ((V t)ᴴ * V t + (C t)ᴴ * A t) i j = 0 := congrFun (congrFun hz i) j
    exact (mul_eq_zero.mp e).resolve_left (by exact_mod_cast hμ)
  ext i j
  have d := fun s => (h.velocity s).adjoint.mul (h.acceleration s) i j
  exact is_const_of_deriv_eq_zero (f := fun s => ((C s)ᴴ * V s) i j)
    (fun s => (d s).differentiableAt) (fun s => (d s).deriv.trans (hd s i j)) t₁ t₂
```

Without inertia, take $\mu=0$, $H=0$, $L=0$ and $C=e^{it^2/2}$. The equation of motion reads $0=0$ and leaves the phase free, so $C^\dagger V=it$ changes with time.

## A two-level orbital that meets every condition

Take $\mu=1$, $H=\mathrm{diag}(2,5)$, $L=1$ and

$$C(t)=\begin{pmatrix}\tfrac35e^{it}\\[2pt]\tfrac45e^{2it}\end{pmatrix}.$$

The norm is $\tfrac{9}{25}+\tfrac{16}{25}=1$. The two components of the equation of motion reduce to $-1=-2+1$ and $-4=-5+1$. The energy is $\tfrac{73}{25}+\tfrac{98}{25}=\tfrac{171}{25}$ at all times, and $C^\dagger V=\tfrac{41}{25}i$.

The Lean version first defines the phase factor $e^{ix}$.

```lean
/-- The phase factor `exp(i x)`. -/
def phase (x : ℝ) : ℂ := Complex.exp (x * I)
```

It then shows that this factor has unit modulus and differentiates it along a phase $\theta(t)$.

```lean
/-- A phase factor has unit modulus, and `exp(i θ(t))` has derivative `i θ' exp(i θ)`. -/
theorem phase_spec {θ : ℝ → ℝ} {θ' t : ℝ} (h : HasDerivAt θ θ' t) :
    (starRingEnd ℂ) (phase (θ t)) * phase (θ t) = 1 ∧
      HasDerivAt (fun s => phase (θ s)) (I * θ' * phase (θ t)) t := by
  constructor
  · rw [← Complex.normSq_eq_conj_mul_self, Complex.normSq_eq_norm_sq, phase,
      Complex.norm_exp_ofReal_mul_I]
    norm_num
  · exact (h.ofReal_comp.mul_const I).cexp.congr_deriv (by unfold phase; ring)
```

The theorem `constrainedMotion_witness` checks the four fields of the structure and the Hermiticity of both matrices. The derivatives and the norm come from `phase_spec`; the equation of motion is checked component by component.

```lean
/-- An explicit constrained motion: one orbital in a two-level system with `H = diag(2, 5)`,
unit mass and multiplier `1`, whose two components rotate at frequencies `1` and `2`. -/
theorem constrainedMotion_witness :
    IsConstrainedMotion 1 !![2, 0; 0, 5]
      (fun t => !![3 / 5 * phase t; 4 / 5 * phase (2 * t)])
      (fun t => !![3 / 5 * I * phase t; 8 / 5 * I * phase (2 * t)])
      (fun t => !![-(3 / 5) * phase t; -(16 / 5) * phase (2 * t)])
      (fun _ => !![1]) ∧
    (!![2, 0; 0, 5] : Matrix (Fin 2) (Fin 2) ℂ).IsHermitian ∧
    (!![1] : Matrix (Fin 1) (Fin 1) ℂ).IsHermitian := by
  have p1 : ∀ t : ℝ, HasDerivAt (fun s : ℝ => phase s) (I * ((1 : ℝ) : ℂ) * phase t) t :=
    fun t => (phase_spec (hasDerivAt_id' t)).2
  have p2 : ∀ t : ℝ, HasDerivAt (fun s : ℝ => phase (2 * s))
      (I * ((2 * 1 : ℝ) : ℂ) * phase (2 * t)) t :=
    fun t => (phase_spec ((hasDerivAt_id' t).const_mul 2)).2
  refine ⟨⟨?_, ?_, ?_, ?_⟩, ?_, ?_⟩
  · intro t i j
    have v1 := ((p1 t).const_mul (3 / 5 : ℂ)).congr_deriv
      (g' := 3 / 5 * I * phase t) (by push_cast; ring)
    have v2 := ((p2 t).const_mul (4 / 5 : ℂ)).congr_deriv
      (g' := 8 / 5 * I * phase (2 * t)) (by push_cast; ring)
    fin_cases i <;> fin_cases j
    · exact v1
    · exact v2
  · intro t i j
    have a1 := ((p1 t).const_mul (3 / 5 * I)).congr_deriv (g' := -(3 / 5) * phase t)
      (by push_cast; linear_combination (3 / 5 * phase t) * Complex.I_sq)
    have a2 := ((p2 t).const_mul (8 / 5 * I)).congr_deriv (g' := -(16 / 5) * phase (2 * t))
      (by push_cast; linear_combination (16 / 5 * phase (2 * t)) * Complex.I_sq)
    fin_cases i <;> fin_cases j
    · exact a1
    · exact a2
  · intro t
    have u1 := (phase_spec (hasDerivAt_id' t)).1
    have u2 := (phase_spec (hasDerivAt_id' (2 * t))).1
    ext i j
    fin_cases i; fin_cases j
    have c3 : (starRingEnd ℂ) 3 = 3 := map_ofNat _ 3
    have c4 : (starRingEnd ℂ) 4 = 4 := map_ofNat _ 4
    have c5 : (starRingEnd ℂ) 5 = 5 := map_ofNat _ 5
    simp [Matrix.mul_apply, Fin.sum_univ_two]
    simp only [c3, c4, c5]
    linear_combination (9 / 25 : ℂ) * u1 + (16 / 25 : ℂ) * u2
  · intro t
    ext i j
    fin_cases i <;> fin_cases j <;> simp <;> ring
  · ext i j
    fin_cases i <;> fin_cases j <;> simp
  · ext i j
    fin_cases i; fin_cases j
    simp

end

end CarParrinello
```

```lean
#print axioms CarParrinello.energy_conserved
-- 'CarParrinello.energy_conserved' depends on axioms: [propext, Classical.choice, Quot.sound]
#print axioms CarParrinello.overlap_conserved
-- 'CarParrinello.overlap_conserved' depends on axioms: [propext, Classical.choice, Quot.sound]
```
